# At energies E ≥ −G²/8, a zone-boundary evanescent wave in the two-plane-wave model has one decay rate, at most 2|V|/G

An electron meets a crystal surface at an energy inside a band gap. No Bloch wave carries it into the bulk, but a wave that decays inward may still solve the bulk equation, and a Shockley surface state needs such a tail. How fast can the tail decay?

## Secular equation and largest decay rate

Take $\hbar=m=1$, the mean potential in the crystal (not the vacuum level) as the zero of energy, a reciprocal lattice vector $G>0$ and a real Fourier component $V$ of the potential, which couples the plane waves $k$ and $k-G$. Put $k=G/2+iK$ with $K>0$, so that the amplitude falls as $e^{-Kz}$ into the crystal. With $e=E-G^2/8$, the energy $E$ measured from the free-electron value at the zone boundary, the secular equation is

$$\left(e+\tfrac{K^2}{2}\right)^2+\tfrac{G^2K^2}{4}=V^2 .$$

For $E\ge -G^2/8$, and so for every $E>0$, a solution $K>0$ exists exactly when $|e|<|V|$. It is unique and satisfies $K\le 2|V|/G$, with equality exactly when $e=-2V^2/G^2$.

## Slab thickness and complex-band solvers

In a slab calculation, states on opposite faces overlap through their tails. Within this non-interacting two-wave model the decay length $1/K$ is at least $G/(2|V|)$, so a weak potential calls for a thick slab. The closed form for $K$ derived below also gives a reference value for a complex-band solver truncated to two waves.

For $|V|\ll G^2$ that closed form subtracts nearly equal numbers throughout the gap. With $b=E+G^2/8$ and $s=\sqrt{V^2+G^2E/2}$, code can evaluate the equivalent expression

$$K^2=\frac{2(|V|-|e|)(|V|+|e|)}{s+b}.$$

This avoids the subtraction $s-b$, although near $|e|=|V|$ the factor $|V|-|e|$ remains sensitive to rounding errors in $e$. For $G=2$, $V=0.25$ and $E=0.5$ the expression gives $K\approx0.248$, just under the bound $0.25$.

## From the determinant to a single root

Let $H(k)$ be the $2\times2$ matrix with diagonal entries $k^2/2$ and $(k-G)^2/2$ and both off-diagonal entries $V$. At $k=G/2+iK$ the diagonal entries of $H(k)-E$ are $-(e+K^2/2)\pm iGK/2$. Their product is $(e+K^2/2)^2+G^2K^2/4$, and subtracting $V^2$ gives the determinant.

Since $b^2-e^2=G^2E/2$, completing the square in $K^2$ gives

$$\left(\tfrac{K^2}{2}+b\right)^2=V^2+\tfrac{G^2E}{2}=s^2 .$$

For $b\ge0$ the bracket is positive, so $K^2=2(s-b)$, which fixes $K>0$.

The secular equation also reads $V^2-e^2=K^2(K^2/4+b)$. The right side is positive, so a root requires $|e|<|V|$. Conversely, $|e|<|V|$ gives $s^2-b^2=V^2-e^2>0$, hence $s>b$, and $K=\sqrt{2(s-b)}$ is a root.

Dropping the first square leaves $G^2K^2/4\le V^2$, which is the bound. Equality forces $e=-K^2/2=-2V^2/G^2$. Conversely, at this $e$ the secular equation factors as

$$(K^2+2e)(K^2+2e+G^2)=0 .$$

Because $e\ge-G^2/4$, the second factor is positive. Hence $K^2=-2e=4V^2/G^2$.

## Lean source for the two-wave model

```lean
import Mathlib

open Matrix

namespace ShockleyTwoWave

noncomputable section

/-- The two-plane-wave Hamiltonian at complex wave number `k`, in units with `ħ = m = 1`:
the waves `k` and `k - G` are coupled by the Fourier component `V` of the lattice potential. -/
def hamiltonian (G V : ℝ) (k : ℂ) : Matrix (Fin 2) (Fin 2) ℂ :=
  !![k ^ 2 / 2, (V : ℂ); (V : ℂ), (k - G) ^ 2 / 2]

/-- The energy measured from the free-electron value `G² / 8` at the zone boundary. -/
def detuning (G E : ℝ) : ℝ := E - G ^ 2 / 8

/-- `K > 0` is a decay rate at energy `E` if the secular determinant vanishes at the
complex wave number `G / 2 + i K`. -/
def IsDecayRate (G V E K : ℝ) : Prop :=
  0 < K ∧ (hamiltonian G V (G / 2 + K * Complex.I) - (E : ℂ) • 1).det = 0

/-- At `k = G / 2 + i K` the secular determinant is the real number
`(e + K² / 2)² + G² K² / 4 - V²`, with `e` the detuning. -/
theorem secular_det (G V E K : ℝ) :
    (hamiltonian G V (G / 2 + K * Complex.I) - (E : ℂ) • 1).det =
      (((detuning G E + K ^ 2 / 2) ^ 2 + G ^ 2 * K ^ 2 / 4 - V ^ 2 : ℝ) : ℂ) := by
  rw [Matrix.det_fin_two]
  simp [hamiltonian, detuning]
  linear_combination ((K : ℂ) ^ 2 / 2 * (2 * ((G : ℂ) ^ 2 / 8 - E)
    + (K : ℂ) ^ 2 / 2 * Complex.I ^ 2 - (K : ℂ) ^ 2 / 2)
    - (G : ℂ) ^ 2 * (K : ℂ) ^ 2 / 4) * Complex.I_sq

/-- The decay rates are the positive solutions of the real secular equation. -/
theorem isDecayRate_iff {G V E K : ℝ} : IsDecayRate G V E K ↔
    0 < K ∧ (detuning G E + K ^ 2 / 2) ^ 2 + G ^ 2 * K ^ 2 / 4 = V ^ 2 := by
  unfold IsDecayRate
  rw [secular_det, Complex.ofReal_eq_zero, sub_eq_zero]

/-- `K > 0` is a decay rate exactly when some nonzero pair of plane-wave amplitudes solves
the two-wave eigenvalue equation with energy `E`. -/
theorem isDecayRate_iff_amplitudes {G V E K : ℝ} : IsDecayRate G V E K ↔
    0 < K ∧ ∃ c : Fin 2 → ℂ, c ≠ 0 ∧
      hamiltonian G V (G / 2 + K * Complex.I) *ᵥ c = (E : ℂ) • c := by
  unfold IsDecayRate
  rw [← Matrix.exists_mulVec_eq_zero_iff]
  simp only [Matrix.sub_mulVec, Matrix.smul_mulVec, Matrix.one_mulVec, sub_eq_zero]

/-- For `E ≥ -G² / 8` a decay rate is given in closed form by the energy, the lattice
vector and the potential. -/
theorem decayRate_sq {G V E K : ℝ} (hE : -(G ^ 2 / 8) ≤ E) (h : IsDecayRate G V E K) :
    K ^ 2 = 2 * √(V ^ 2 + G ^ 2 * E / 2) - 2 * E - G ^ 2 / 4 := by
  obtain ⟨_, h⟩ := isDecayRate_iff.1 h
  unfold detuning at h
  -- completing the square in `K²`
  have hsq : V ^ 2 + G ^ 2 * E / 2 = (K ^ 2 / 2 + E + G ^ 2 / 8) ^ 2 := by
    linear_combination -h
  have hs : √(V ^ 2 + G ^ 2 * E / 2) = K ^ 2 / 2 + E + G ^ 2 / 8 := by
    rw [hsq]
    exact Real.sqrt_sq (by linarith [sq_nonneg K])
  linarith

/-- For `E ≥ -G² / 8` a decay rate exists exactly when the detuning is smaller in
magnitude than the potential component `V`. -/
theorem exists_decayRate_iff {G V E : ℝ} (hE : -(G ^ 2 / 8) ≤ E) :
    (∃ K, IsDecayRate G V E K) ↔ |detuning G E| < |V| := by
  rw [← sq_lt_sq]
  constructor
  · rintro ⟨K, h⟩
    obtain ⟨hK, h⟩ := isDecayRate_iff.1 h
    have hK2 : 0 < K ^ 2 := pow_pos hK 2
    have hpos : 0 < K ^ 2 * (K ^ 2 / 4 + (E + G ^ 2 / 8)) :=
      mul_pos hK2 (by linarith)
    unfold detuning at h ⊢
    nlinarith
  · intro h
    unfold detuning at h
    have hlt : (E + G ^ 2 / 8) ^ 2 < V ^ 2 + G ^ 2 * E / 2 := by nlinarith
    have hr := Real.lt_sqrt_of_sq_lt hlt
    have hr2 := Real.sq_sqrt ((sq_nonneg (E + G ^ 2 / 8)).trans hlt.le)
    -- the explicit root of the quadratic equation for `K²`
    have hpos : 0 < 2 * (√(V ^ 2 + G ^ 2 * E / 2) - (E + G ^ 2 / 8)) := by linarith
    refine ⟨√(2 * (√(V ^ 2 + G ^ 2 * E / 2) - (E + G ^ 2 / 8))),
      isDecayRate_iff.2 ⟨Real.sqrt_pos.2 hpos, ?_⟩⟩
    rw [Real.sq_sqrt hpos.le]
    unfold detuning
    linear_combination hr2

/-- For `G > 0` and `E ≥ -G² / 8` a decay rate is at most `2 |V| / G`, a value reached exactly at
the detuning `-2 V² / G²`. -/
theorem decayRate_bound {G V E K : ℝ} (hG : 0 < G) (hE : -(G ^ 2 / 8) ≤ E)
    (h : IsDecayRate G V E K) :
    K ≤ 2 * |V| / G ∧ (K = 2 * |V| / G ↔ detuning G E = -2 * V ^ 2 / G ^ 2) := by
  obtain ⟨hK, h⟩ := isDecayRate_iff.1 h
  have hG2 : 0 < G ^ 2 := pow_pos hG 2
  have he : -(G ^ 2 / 4) ≤ detuning G E := by unfold detuning; linarith
  have hV := sq_abs V
  rw [le_div_iff₀ hG, eq_div_iff hG.ne', eq_div_iff hG2.ne']
  refine ⟨?_, ?_, ?_⟩
  · apply le_of_sq_le_sq _ (by positivity)
    nlinarith [sq_nonneg (detuning G E + K ^ 2 / 2)]
  · intro hk
    have hk2 : K ^ 2 * G ^ 2 = 4 * V ^ 2 := by
      rw [← mul_pow, hk, mul_pow, hV]; norm_num
    -- saturation leaves no room for the square in the secular equation
    have h0 : (detuning G E + K ^ 2 / 2) ^ 2 = 0 := by linarith
    have h1 : detuning G E + K ^ 2 / 2 = 0 := pow_eq_zero_iff two_ne_zero |>.1 h0
    linear_combination G ^ 2 * h1 - hk2 / 2
  · intro hd
    have hprod : (K ^ 2 + 2 * detuning G E) * (K ^ 2 + 2 * detuning G E + G ^ 2) = 0 := by
      linear_combination 4 * h + 2 * hd
    have hne : K ^ 2 + 2 * detuning G E + G ^ 2 ≠ 0 := by
      have := pow_pos hK 2
      exact ne_of_gt (by linarith)
    have h0 := (mul_eq_zero.1 hprod).resolve_right hne
    apply (sq_eq_sq₀ (by positivity) (by positivity)).1
    linear_combination G ^ 2 * h0 - 2 * hd - 4 * hV

/-- For `E ≥ -G² / 8` a decay rate exists iff `|e| < |V|`; it is then unique and at most
`2 |V| / G`, with equality iff `e = -2 V² / G²`, where `e` is the detuning. -/
theorem evanescent_state_in_gap {G V E : ℝ} (hG : 0 < G) (hE : -(G ^ 2 / 8) ≤ E) :
    ((∃ K, IsDecayRate G V E K) ↔ |detuning G E| < |V|) ∧
    ∀ K, IsDecayRate G V E K →
      (∀ K', IsDecayRate G V E K' → K' = K) ∧
      K ≤ 2 * |V| / G ∧ (K = 2 * |V| / G ↔ detuning G E = -2 * V ^ 2 / G ^ 2) := by
  refine ⟨exists_decayRate_iff hE, fun K h => ⟨fun K' h' => ?_, decayRate_bound hG hE h⟩⟩
  exact (sq_eq_sq₀ h'.1.le h.1.le).1 ((decayRate_sq hE h').trans (decayRate_sq hE h).symm)

/-- For a nonzero potential with `4 |V| < G²` the decay rate `2 |V| / G` occurs at the
positive energy `G² / 8 - 2 V² / G²`. -/
theorem maximal_decay_attained {G V : ℝ} (hG : 0 < G) (hV : V ≠ 0) (h : 4 * |V| < G ^ 2) :
    0 < G ^ 2 / 8 - 2 * V ^ 2 / G ^ 2 ∧
      IsDecayRate G V (G ^ 2 / 8 - 2 * V ^ 2 / G ^ 2) (2 * |V| / G) := by
  have hG2 : 0 < G ^ 2 := pow_pos hG 2
  have hVpos : 0 < |V| := abs_pos.2 hV
  constructor
  · rw [sub_pos, div_lt_iff₀ hG2]
    have h2 : (4 * |V|) ^ 2 < (G ^ 2) ^ 2 :=
      pow_lt_pow_left₀ h (by positivity) two_ne_zero
    rw [mul_pow, sq_abs] at h2
    nlinarith
  · refine isDecayRate_iff.2 ⟨by positivity, ?_⟩
    have hq : V ^ 2 / G ^ 2 * G ^ 2 = V ^ 2 := div_mul_cancel₀ _ hG2.ne'
    have hK : (2 * |V| / G) ^ 2 = 4 * (V ^ 2 / G ^ 2) := by
      rw [div_pow, mul_pow, sq_abs]; ring
    rw [hK]
    unfold detuning
    linear_combination hq

/-- At every energy below `-G² / 8` there is a potential component `V`, smaller in magnitude
than the detuning, that admits two different decay rates. -/
theorem two_decayRates_below {G E : ℝ} (hE : E < -(G ^ 2 / 8)) :
    ∃ V K₁ K₂, |V| < |detuning G E| ∧ K₁ ≠ K₂ ∧
      IsDecayRate G V E K₁ ∧ IsDecayRate G V E K₂ := by
  obtain ⟨a, ha, rfl⟩ : ∃ a : ℝ, 0 < a ∧ E = -a - G ^ 2 / 8 :=
    ⟨-E - G ^ 2 / 8, by linarith, by ring⟩
  have hV : √(a ^ 2 / 4 + a * G ^ 2 / 2 + G ^ 4 / 16) ^ 2 =
      a ^ 2 / 4 + a * G ^ 2 / 2 + G ^ 4 / 16 := Real.sq_sqrt (by positivity)
  have h3 : 0 < 3 * a := by linarith
  -- the two roots for `K²` are `a` and `3 a`
  refine ⟨√(a ^ 2 / 4 + a * G ^ 2 / 2 + G ^ 4 / 16), √a, √(3 * a), ?_,
    (Real.sqrt_lt_sqrt ha.le (by linarith)).ne,
    isDecayRate_iff.2 ⟨Real.sqrt_pos.2 ha, ?_⟩,
    isDecayRate_iff.2 ⟨Real.sqrt_pos.2 h3, ?_⟩⟩
  · rw [← sq_lt_sq, hV]
    unfold detuning
    nlinarith [pow_pos ha 2]
  · rw [hV, Real.sq_sqrt ha.le]
    unfold detuning
    ring
  · rw [hV, Real.sq_sqrt h3.le]
    unfold detuning
    ring

end

end ShockleyTwoWave
```

```lean
#print axioms ShockleyTwoWave.isDecayRate_iff_amplitudes
#print axioms ShockleyTwoWave.evanescent_state_in_gap
#print axioms ShockleyTwoWave.maximal_decay_attained
#print axioms ShockleyTwoWave.two_decayRates_below
```

```
'ShockleyTwoWave.isDecayRate_iff_amplitudes' depends on axioms: [propext, Classical.choice, Quot.sound]
'ShockleyTwoWave.evanescent_state_in_gap' depends on axioms: [propext, Classical.choice, Quot.sound]
'ShockleyTwoWave.maximal_decay_attained' depends on axioms: [propext, Classical.choice, Quot.sound]
'ShockleyTwoWave.two_decayRates_below' depends on axioms: [propext, Classical.choice, Quot.sound]
```

## How the square root selects the branch

The proof turns on `Real.sqrt_sq`, which replaces $\sqrt{x^2}$ by $x$ only when given a proof that $x\ge0$. In `decayRate_sq`, $x$ is $K^2/2+b$, and the energy hypothesis `hE` supplies that proof. Two decay rates then have equal squares, and `evanescent_state_in_gap` concludes that they are equal.

Much of the algebra is handled by `linear_combination`: `secular_det` uses it with $i^2=-1$, and `exists_decayRate_iff` uses it to verify the explicit root. `decayRate_bound` follows the argument with the dropped square and the factored equation.

## Bulk decay rates and surface states

`hamiltonian` is the complex $2\times2$ matrix $H(k)$, and `detuning` is $e$. `IsDecayRate G V E K` means that $K>0$ and the determinant vanishes; `isDecayRate_iff_amplitudes` shows that this is the same as having nonzero plane-wave amplitudes that solve the eigenvalue equation.

`maximal_decay_attained` shows that for $0<4|V|<G^2$ the maximal rate occurs at a positive energy. `two_decayRates_below` shows that the energy threshold is sharp: at every $E<-G^2/8$, some $V$ with $|V|<|e|$ has two decay rates.

The theorems concern the bulk equation on the line $\operatorname{Re}k=G/2$. They contain no vacuum and no matching at the surface, so a decay rate does not by itself establish a Shockley state. Further plane waves, a complex $V$ and electron interactions are also absent, and the file uses exact real numbers, not floating-point arithmetic.
